# At the corners of a cube centred on the metal, the nine s, p and d functions have rank 7

A transition metal has one s, three p and five d valence functions, nine in all. Eight ligands that each offer one σ orbital give eight ligand combinations. Nine is more than eight, so a bare count suggests that every ligand combination finds a metal partner. For ligands at the corners of a cube that conclusion is wrong. Two of the d functions vanish at all eight corners, the other seven functions supply only seven independent patterns, and one ligand combination is left with no partner.

In Lean 4 with Mathlib:

```lean
import Mathlib

open Matrix

namespace CubicCoordination

noncomputable section
```

## Corners, signs and function values

Put the metal at the origin and the ligands at \(a(\pm1,\pm1,\pm1)\), with \(a\) a real number. A corner \(v\) is stored as three binary labels, one for each Cartesian axis.

```lean
/-- A vertex of the cube, given by one binary label for each Cartesian axis. -/
abbrev Vertex := Fin 2 × Fin 2 × Fin 2
```

Each label is read as a sign: 0 stands for \(+1\) and 1 for \(-1\). Write \(s_x, s_y, s_z\) for the three signs of a corner, so that its position is \((a s_x, a s_y, a s_z)\).

```lean
/-- The sign attached to a binary label: label 0 means +1 and label 1 means -1. -/
def sgn : Fin 2 → ℝ := ![1, -1]
```

The metal functions are numbered from 0 to 8 in the order
\[
1,\; x,\; y,\; z,\; x^2-y^2,\; 2z^2-x^2-y^2,\; xy,\; yz,\; zx .
\]
They carry no normalisation constants and no radial parts. A non-zero constant in front of a function rescales one column of the matrix below and leaves its rank alone.

```lean
/-- The nine s, p and d functions 1, x, y, z, x²-y², 2z²-x²-y², xy, yz, zx. -/
def spd (x y z : ℝ) : Fin 9 → ℝ :=
  ![1, x, y, z, x ^ 2 - y ^ 2, 2 * z ^ 2 - x ^ 2 - y ^ 2, x * y, y * z, z * x]
```

Let \(M_{vk}\) be the value of function \(k\) at corner \(v\). This \(8\times 9\) real matrix stands in for the metal–ligand overlaps of eight identical ligands whose σ orbitals are taken with the same phase: a σ orbital that is axially symmetric about the metal–ligand line overlaps a metal orbital in proportion to that orbital's angular part in the ligand's direction.

```lean
/-- The values of the nine functions at the eight ligand positions a(±1, ±1, ±1). -/
def overlap (a : ℝ) : Matrix Vertex (Fin 9) ℝ :=
  fun v k => spd (a * sgn v.1) (a * sgn v.2.1) (a * sgn v.2.2) k
```

The ligand combination of interest has the coefficient
\[
\chi_v = s_x s_y s_z
\]
at corner \(v\). For \(a>0\) this is the sign of \(xyz\) there; for \(a<0\) it is the opposite sign at every corner, which is the same combination up to an overall factor.

```lean
/-- The ligand combination whose coefficient at each vertex is the product of the signs of its three
labels. -/
def xyzSigns : Vertex → ℝ := fun v => sgn v.1 * sgn v.2.1 * sgn v.2.2
```

The computations use the two values of a sign,

```lean
lemma sgn_zero : sgn 0 = 1 := rfl

lemma sgn_one : sgn 1 = -1 := rfl
```

and the fact that each sign squares to one, \(s^2=1\).

```lean
lemma sgn_sq (i : Fin 2) : sgn i ^ 2 = 1 := by
  fin_cases i <;> simp [sgn]
```

A sum over the nine functions is written out term by term.

```lean
lemma sum_nine (f : Fin 9 → ℝ) :
    ∑ i, f i = f 0 + f 1 + f 2 + f 3 + f 4 + f 5 + f 6 + f 7 + f 8 := by
  rw [Fin.sum_univ_castSucc, Fin.sum_univ_eight]
  rfl
```

Since \(\chi_v^2=1\) at each of the eight corners,
\[
\chi\cdot\chi=\sum_v \chi_v^2 = 8 ,
\]
and, if the ligand orbitals are taken to be orthonormal, the normalised ligand combination is \(\chi/\sqrt8\). The code works with \(\chi\) itself.

```lean
lemma xyzSigns_self : xyzSigns ⬝ᵥ xyzSigns = 8 := by
  simp only [dotProduct, xyzSigns, Fintype.sum_prod_type, Fin.sum_univ_two, sgn_zero, sgn_one]
  norm_num
```

## Two d functions vanish at every corner

At a corner \(x^2=y^2=z^2=a^2\). Hence
\[
x^2-y^2 = a^2-a^2=0,\qquad 2z^2-x^2-y^2 = 2a^2-a^2-a^2=0 .
\]

```lean
/-- The functions x²-y² and 2z²-x²-y² vanish at every vertex of the cube. -/
theorem eg_vanish (a : ℝ) (v : Vertex) : overlap a v 4 = 0 ∧ overlap a v 5 = 0 := by
  have hx := sgn_sq v.1
  have hy := sgn_sq v.2.1
  have hz := sgn_sq v.2.2
  constructor
  · change (a * sgn v.1) ^ 2 - (a * sgn v.2.1) ^ 2 = 0
    linear_combination a ^ 2 * (hx - hy)
  · change 2 * (a * sgn v.2.2) ^ 2 - (a * sgn v.1) ^ 2 - (a * sgn v.2.1) ^ 2 = 0
    linear_combination a ^ 2 * (2 * hz - hx - hy)
```

In `eg_vanish`, `change` displays the two function values, and `linear_combination` applies the three identities \(s^2=1\), multiplied by \(a^2\).

Now take a metal combination with coefficients \(c_0,\dots,c_8\). Its value at corner \(v\) is \((Mc)_v=\sum_k M_{vk}c_k\), written `(overlap a *ᵥ c) v`. The terms with \(c_4\) and \(c_5\) are zero, which leaves
\[
(Mc)_v = c_0 + a(s_x c_1+s_y c_2+s_z c_3) + a^2(s_xs_y c_6+s_ys_z c_7+s_zs_x c_8).
\]

```lean
/-- At a vertex, a general combination of the nine functions reduces to seven terms. -/
theorem overlap_mulVec (a : ℝ) (c : Fin 9 → ℝ) (v : Vertex) :
    (overlap a *ᵥ c) v = c 0 + a * sgn v.1 * c 1 + a * sgn v.2.1 * c 2 + a * sgn v.2.2 * c 3
      + a ^ 2 * sgn v.1 * sgn v.2.1 * c 6 + a ^ 2 * sgn v.2.1 * sgn v.2.2 * c 7
      + a ^ 2 * sgn v.2.2 * sgn v.1 * c 8 := by
  obtain ⟨h4, h5⟩ := eg_vanish a v
  simp only [Matrix.mulVec, dotProduct, sum_nine]
  rw [h4, h5]
  change 1 * c 0 + (a * sgn v.1) * c 1 + (a * sgn v.2.1) * c 2 + (a * sgn v.2.2) * c 3
    + 0 * c 4 + 0 * c 5 + ((a * sgn v.1) * (a * sgn v.2.1)) * c 6
    + ((a * sgn v.2.1) * (a * sgn v.2.2)) * c 7
    + ((a * sgn v.2.2) * (a * sgn v.1)) * c 8 = _
  ring
```

## The xyz combination overlaps with none of the nine

A ligand combination with coefficients \(u_v\) overlaps function \(k\) by \(\sum_v u_v M_{vk}\). The row of these nine numbers is `u ᵥ* overlap a`, and orthogonality to all columns means that this row is zero.

For \(u=\chi\), multiply each of the seven surviving terms by \(s_xs_ys_z\) and use \(s^2=1\). The constant becomes \(s_xs_ys_z\), the term in \(s_x\) becomes \(s_ys_z\), the term in \(s_xs_y\) becomes \(s_z\), and likewise for the other axes. Every result still contains at least one unpaired sign, and summing over the two values of that sign gives zero. Therefore
\[
\sum_v \chi_v (Mc)_v = 0 \quad\text{for every } c .
\]
Choosing \(c\) to be 1 at function \(k\) and 0 elsewhere gives \(\sum_v\chi_vM_{vk}=0\).

```lean
/-- The ligand combination with signs xyz is orthogonal to all nine columns. -/
theorem xyzSigns_orthogonal (a : ℝ) : xyzSigns ᵥ* overlap a = 0 := by
  have key : ∀ c, xyzSigns ⬝ᵥ (overlap a *ᵥ c) = 0 := by
    intro c
    simp only [dotProduct, overlap_mulVec, xyzSigns, Fintype.sum_prod_type, Fin.sum_univ_two,
      sgn_zero, sgn_one]
    ring
  -- testing with a single function picks out one column
  funext k
  have h := key (Pi.single k 1)
  rw [Matrix.dotProduct_mulVec, dotProduct_single, mul_one] at h
  exact h
```

The step `key` is the displayed sum, written out over the eight corners and closed by `ring`; `Pi.single k 1` is the choice of a single function. The theorem holds for every real \(a\).

## Eight sign patterns span the ligand space

To see which ligand vectors can be matched, expand an arbitrary real vector \(w\) in the patterns \(1, s_x, s_y, s_z, s_xs_y, s_ys_z, s_zs_x, s_xs_ys_z\). For two corners with signs \(s\) and \(s'\), the sum over the eight patterns \(p\) of their products is
\[
\sum_p p(s)\,p(s') = (1+s_xs'_x)(1+s_ys'_y)(1+s_zs'_z),
\]
which is 8 when the corners coincide and 0 otherwise. Multiplying by \(w(s')/8\) and summing over \(s'\) gives
\[
w(s)=\sum_p p(s)\,\frac{p\cdot w}{8}.
\]

```lean
/-- Every ligand vector is a sum of its components along the eight sign patterns
1, x, y, z, xy, yz, zx and xyz. -/
theorem sign_expansion (w : Vertex → ℝ) (i j k : Fin 2) :
    w (i, j, k) = (fun _ => 1) ⬝ᵥ w / 8
      + sgn i * ((fun v => sgn v.1) ⬝ᵥ w / 8)
      + sgn j * ((fun v => sgn v.2.1) ⬝ᵥ w / 8)
      + sgn k * ((fun v => sgn v.2.2) ⬝ᵥ w / 8)
      + sgn i * sgn j * ((fun v => sgn v.1 * sgn v.2.1) ⬝ᵥ w / 8)
      + sgn j * sgn k * ((fun v => sgn v.2.1 * sgn v.2.2) ⬝ᵥ w / 8)
      + sgn k * sgn i * ((fun v => sgn v.2.2 * sgn v.1) ⬝ᵥ w / 8)
      + sgn i * sgn j * sgn k * (xyzSigns ⬝ᵥ w / 8) := by
  revert i j k
  simp only [Fin.forall_fin_two, dotProduct, xyzSigns, Fintype.sum_prod_type,
    Fin.sum_univ_two, sgn_zero, sgn_one]
  refine ⟨⟨⟨?_, ?_⟩, ?_, ?_⟩, ⟨?_, ?_⟩, ?_, ?_⟩ <;> ring
```

Here the corner is `(i, j, k)`, so \(s_x,s_y,s_z\) are `sgn i`, `sgn j`, `sgn k`, and `⬝ᵥ` is the dot product over corners. Instead of the factorised sum, the proof splits the claim into its eight corner cases and checks each with `ring`.

## What s, p and d functions can match

From here on \(a\neq0\): the ligands are at a non-zero distance \(\sqrt3\,|a|\) from the metal. The claim is that \(w=Mc\) for some \(c\) exactly when \(\chi\cdot w=0\).

If \(w=Mc\), then \(\chi\cdot w=0\) by the orthogonality above. Conversely, if \(\chi\cdot w=0\), the last term of the expansion drops out, and comparing the rest with the seven-term formula gives
\[
c_0=\frac{1\cdot w}{8},\quad c_1=\frac{s_x\cdot w}{8a},\quad c_6=\frac{(s_xs_y)\cdot w}{8a^2},\quad c_4=c_5=0,
\]
where \(1\cdot w\) is the sum of all entries of \(w\). The coefficients \(c_2,c_3\) follow the form of \(c_1\), and \(c_7,c_8\) that of \(c_6\).

```lean
/-- For a ≠ 0, ligand values w are matched by a combination of s, p and d functions exactly when w
is orthogonal to the xyz sign pattern. -/
theorem matched_iff {a : ℝ} (ha : a ≠ 0) (w : Vertex → ℝ) :
    (∃ c, overlap a *ᵥ c = w) ↔ xyzSigns ⬝ᵥ w = 0 := by
  constructor
  · rintro ⟨c, rfl⟩
    rw [Matrix.dotProduct_mulVec, xyzSigns_orthogonal, zero_dotProduct]
  · intro h
    -- the coefficients are the components of w, rescaled by powers of a
    refine ⟨![(fun _ => 1) ⬝ᵥ w / 8, (fun v => sgn v.1) ⬝ᵥ w / 8 / a,
      (fun v => sgn v.2.1) ⬝ᵥ w / 8 / a, (fun v => sgn v.2.2) ⬝ᵥ w / 8 / a, 0, 0,
      (fun v => sgn v.1 * sgn v.2.1) ⬝ᵥ w / 8 / a ^ 2,
      (fun v => sgn v.2.1 * sgn v.2.2) ⬝ᵥ w / 8 / a ^ 2,
      (fun v => sgn v.2.2 * sgn v.1) ⬝ᵥ w / 8 / a ^ 2], ?_⟩
    funext ⟨i, j, k⟩
    rw [overlap_mulVec, sign_expansion w i j k, h]
    simp only [Matrix.cons_val]
    field_simp
    ring
```

The `refine` line supplies these nine coefficients; `field_simp` then cancels the powers of \(a\), which is where \(a\neq0\) is used.

The rank follows by counting dimensions. The column space of \(M\) is the set of all \(w\) with \(\chi\cdot w=0\), that is, the kernel of the linear map \(\varphi(w)=\chi\cdot w\). This map reaches every real number \(r\), since \(\varphi\big(\tfrac r8\chi\big)=r\), so its range has dimension 1. Ligand space has dimension 8, and
\[
\operatorname{rank} M = 8-1 = 7 .
\]

```lean
/-- For eight ligands at the corners of a cube, the nine s, p and d functions have rank 7,
and the xyz sign pattern is orthogonal to all of them. -/
theorem cubic_rank_seven {a : ℝ} (ha : a ≠ 0) :
    (overlap a).rank = 7 ∧ xyzSigns ᵥ* overlap a = 0 := by
  refine ⟨?_, xyzSigns_orthogonal a⟩
  let φ : (Vertex → ℝ) →ₗ[ℝ] ℝ :=
    { toFun := fun w => xyzSigns ⬝ᵥ w
      map_add' := fun u w => dotProduct_add _ u w
      map_smul' := fun t w => dotProduct_smul t _ w }
  -- the column space is the kernel of the overlap with the xyz pattern
  have hr : LinearMap.range (overlap a).mulVecLin = LinearMap.ker φ := by
    ext w
    rw [LinearMap.mem_range, LinearMap.mem_ker]
    exact matched_iff ha w
  have hs : LinearMap.range φ = ⊤ := by
    refine LinearMap.range_eq_top.2 fun r => ⟨(r / 8) • xyzSigns, ?_⟩
    change xyzSigns ⬝ᵥ ((r / 8) • xyzSigns) = r
    rw [dotProduct_smul, xyzSigns_self, smul_eq_mul]
    ring
  -- rank and nullity add up to the number of ligands
  have hd := φ.finrank_range_add_finrank_ker
  have hc : Fintype.card Vertex = 8 := rfl
  rw [hs, finrank_top, Module.finrank_self, Module.finrank_fintype_fun_eq_card, hc] at hd
  rw [Matrix.rank, hr]
  omega
```

The code follows the same order: `hr` identifies the column space with the kernel, `hs` shows that \(\varphi\) is onto, `hd` is the rank–nullity relation, and `omega` does the subtraction.

In this model, with one σ orbital per ligand and only s, p and d functions on a single centre, the ligand combinations that metal functions can match form a space of dimension seven, not eight, although there are nine metal functions. The model contains no energies, π bonding or electron occupations, so the theorem does not decide whether a given cubic complex is stable.

## The combination orthogonal to all nine functions is unique up to a factor

Suppose \(u\) is orthogonal to all nine columns. Remove its \(\chi\) part:
\[
r=u-t\chi,\qquad t=\frac{\chi\cdot u}{8}.
\]
Then \(\chi\cdot r=\chi\cdot u-8t=0\), so \(r=Mc\) for some \(c\). Because \(u\) is orthogonal to the columns, \(u\cdot r=0\). It follows that
\[
r\cdot r=u\cdot r-t\,\chi\cdot r=0,
\]
so \(r=0\) and \(u=t\chi\). Conversely, every multiple of \(\chi\) is orthogonal to the columns because \(\chi\) is.

```lean
/-- For a ≠ 0, the ligand combinations orthogonal to all nine functions are exactly the multiples of
the xyz sign pattern. -/
theorem orthogonal_iff {a : ℝ} (ha : a ≠ 0) (u : Vertex → ℝ) :
    u ᵥ* overlap a = 0 ↔ ∃ t : ℝ, u = t • xyzSigns := by
  constructor
  · intro hu
    refine ⟨xyzSigns ⬝ᵥ u / 8, ?_⟩
    -- the remainder after removing the xyz part is orthogonal to itself
    have hw : xyzSigns ⬝ᵥ (u - (xyzSigns ⬝ᵥ u / 8) • xyzSigns) = 0 := by
      rw [dotProduct_sub, dotProduct_smul, xyzSigns_self, smul_eq_mul]
      ring
    obtain ⟨c, hc⟩ := (matched_iff ha _).2 hw
    have h1 : u ⬝ᵥ (u - (xyzSigns ⬝ᵥ u / 8) • xyzSigns) = 0 := by
      rw [← hc, Matrix.dotProduct_mulVec, hu, zero_dotProduct]
    have h2 : (u - (xyzSigns ⬝ᵥ u / 8) • xyzSigns) ⬝ᵥ
        (u - (xyzSigns ⬝ᵥ u / 8) • xyzSigns) = 0 := by
      rw [sub_dotProduct, smul_dotProduct, h1, hw, smul_zero, sub_zero]
    exact sub_eq_zero.1 (dotProduct_self_eq_zero.1 h2)
  · rintro ⟨t, rfl⟩
    rw [Matrix.smul_vecMul, xyzSigns_orthogonal, smul_zero]
```

The names `hw`, `h1` and `h2` hold \(\chi\cdot r=0\), \(u\cdot r=0\) and \(r\cdot r=0\).

## Any seven of the eight corners can be matched

Leave out one corner \(v_0\) and prescribe values \(w_v\) at the other seven. The value at \(v_0\) is now free, so it can be used to remove the \(\chi\) component. Let \(e_{v_0}\) be the vector that is 1 at \(v_0\) and 0 elsewhere, and set
\[
w'=w-\chi_{v_0}(\chi\cdot w)\,e_{v_0}.
\]
Since \(\chi_{v_0}^2=1\),
\[
\chi\cdot w'=\chi\cdot w-\chi_{v_0}^2(\chi\cdot w)=0 .
\]
Thus \(w'=Mc\) for some \(c\), and \(w'\) agrees with \(w\) away from \(v_0\). In the code `hsq` is the identity \(\chi_{v_0}^2=1\), and `h` is the vanishing of \(\chi\cdot w'\).

```lean
/-- If one vertex of the cube is left out, any values at the other seven are matched by
a combination of s, p and d functions. -/
theorem seven_ligands {a : ℝ} (ha : a ≠ 0) (v₀ : Vertex) (w : Vertex → ℝ) :
    ∃ c, ∀ v, v ≠ v₀ → (overlap a *ᵥ c) v = w v := by
  have hsq : xyzSigns v₀ ^ 2 = 1 := by
    simp only [xyzSigns, mul_pow, sgn_sq, mul_one]
  -- adjust the value at the free vertex so that the xyz component vanishes
  have h : xyzSigns ⬝ᵥ (w - Pi.single v₀ (xyzSigns v₀ * (xyzSigns ⬝ᵥ w))) = 0 := by
    rw [dotProduct_sub, dotProduct_single]
    linear_combination -(xyzSigns ⬝ᵥ w) * hsq
  obtain ⟨c, hc⟩ := (matched_iff ha _).2 h
  refine ⟨c, fun v hv => ?_⟩
  rw [hc, Pi.sub_apply, Pi.single_eq_of_ne hv, sub_zero]

end

end CubicCoordination
```

```lean
#print axioms CubicCoordination.cubic_rank_seven
#print axioms CubicCoordination.orthogonal_iff
#print axioms CubicCoordination.seven_ligands
```

```
'CubicCoordination.cubic_rank_seven' depends on axioms: [propext, Classical.choice, Quot.sound]
'CubicCoordination.orthogonal_iff' depends on axioms: [propext, Classical.choice, Quot.sound]
'CubicCoordination.seven_ligands' depends on axioms: [propext, Classical.choice, Quot.sound]
```

## One ligand at a time, with a = 1

Take \(a=1\) and ask for a metal combination that is 1 at the corner \((1,1,1)\) and 0 at the other seven. This \(w\) has \(\chi\cdot w=1\), so no such combination exists.

Now release the corner \(v_0=(-1,-1,-1)\), where \(\chi_{v_0}=-1\). The adjusted vector \(w'\) is 1 at both \((1,1,1)\) and \((-1,-1,-1)\), and 0 at the remaining six. Its components along \(s_x,s_y,s_z\) cancel, while those along \(1,s_xs_y,s_ys_z,s_zs_x\) are each \(2/8=1/4\). The matching function is
\[
\tfrac14\,(1+xy+yz+zx).
\]
At \((1,1,1)\) and \((-1,-1,-1)\) it equals \(\tfrac14(1+3)=1\). At any other corner one of the three products is \(+1\) and two are \(-1\), so it equals \(\tfrac14(1+1-2)=0\), as required.

## Separate overlap strengths for s, p and d

The matrix could also have been built from three overlap strengths \(S_s,S_p,S_d\), one multiplying the columns of each shell, in place of the bare function values. With \(a\neq0\) and all three strengths non-zero, the rank would still be 7 and the multiples of \(\chi\) would still be the only combinations orthogonal to all nine columns, because rescaling columns by non-zero factors affects neither. The coefficients \(c_k\) would be divided by the corresponding strengths. The theorem would then need three more non-vanishing conditions, and they would matter: with \(S_d=0\) and the other two non-zero, only the s and p columns survive and the rank falls to 4.
